# For a linear coupling of strength w, a gap g limits the third-order response energy to w/g times the second-order energy

The coupling \(W\) is taken to be a fixed linear operator, so that the third-order energy is a quadratic form in the first-order amplitude. This fits non-interacting electrons in a static perturbation whose parameter enters the Hamiltonian linearly. A term of second order in the Hamiltonian, as for displaced atoms, would add further contributions to both energies. In self-consistent density functional perturbation theory the first-order potential itself depends on the response, and the third-order energy also contains the third derivative of the exchange-correlation functional. Both give terms that are cubic in the response and do not have this form.

## The bound on third order and on the series

Let \(A\) and \(W\) be linear maps on a real inner-product space, and let \(b\) be the source that the perturbation creates. Assume, for all \(v\),

\[
\langle v,Av\rangle\ge g\|v\|^2,\quad g>0,\qquad |\langle v,Wv\rangle|\le w\|v\|^2,\quad w\ge 0 .
\]

The constant \(g\) is a lower bound on the stiffness of the system against a change of its state; for independent electrons the lowest excitation energy can be used. In the one-electron example below, \(w\) limits how far the perturbation can shift the energy expectation value of a normalised response state relative to that of the ground state.

If \(Ax_0=-b\), \(E_2=\langle b,x_0\rangle\) and \(E_3=\langle x_0,Wx_0\rangle\), then

\[
|E_3|\le \frac{w}{g}\,|E_2| ,
\]

with equality for \(A=g\) and \(W=w\) times the identity.

For symmetric \(A\) and \(W\) the bound extends to the series \(Ax_{k+1}=-Wx_k\) with energies \(e_k=\langle b,x_k\rangle\). Here \(e_0=E_2\), \(e_1=E_3\) and \(|e_n|\le (w/g)^n|E_2|\). If \(|t|w<g\) and \((A+tW)X=-b\), then \(\sum_k t^k e_k=\langle b,X\rangle\).

## Checking a third-order energy from a Sternheimer solver

Consider one electron with real orbitals in a fixed finite basis and the Hamiltonian \(H_0+\lambda H_1\), where \(H_0\) has the normalised ground state \(\psi_0\) with energy \(\varepsilon_0\). The energies \(E_2\) and \(E_3\) are the coefficients of \(\lambda^2\) and \(\lambda^3\). Take \(A=H_0-\varepsilon_0\) on the complement of \(\psi_0\), let \(b\) be the projection of \(H_1\psi_0\) onto that complement, and let \(W\) be the projected \(H_1-\langle\psi_0,H_1\psi_0\rangle\). A Sternheimer solver returns \(x_0\), which gives both \(E_2\) and \(E_3\). In this non-interacting model, and with values of \(g\) and \(w\) that satisfy the two assumptions, a ratio \(|E_3/E_2|\) clearly above \(w/g\) points to an error in an operator, a projection or a prefactor, or to an unconverged \(x_0\). A second comparison is with \((w/g)\langle x_0,Ax_0\rangle\), which bounds \(|E_3|\) for any vector \(x_0\) in the complement, converged or not. If this bound is violated too, lack of convergence alone is not the explanation; if it holds, the cause remains open.

## From the gap to every order

**Third order.** The two assumptions and \(Ax_0=-b\) give

\[
|\langle x_0,Wx_0\rangle|\le w\|x_0\|^2=\frac wg\,g\|x_0\|^2\le\frac wg\langle x_0,Ax_0\rangle=-\frac wg E_2=\frac wg|E_2| .
\]

The last step uses \(\langle x_0,Ax_0\rangle\ge0\), hence \(E_2\le0\). For \(A=g\) and \(W=w\), \(x_0=-b/g\), so \(E_2=-\|b\|^2/g\) and \(E_3=w\|b\|^2/g^2\), which is equality. In the same case \(e_{n+1}=-(w/g)e_n\), so the bound is attained at every order.

**One more order.** Let \(Av=-Wu\) with \(W\) symmetric. Apply the strength bound to \(p+q\) and \(p-q\) and subtract:

\[
-2\langle q,Wp\rangle\le w(\|p\|^2+\|q\|^2).
\]

For \(w>0\), put \(p=wu\), \(q=gv\), divide by \(w\), and use \(\langle v,Av\rangle=-\langle v,Wu\rangle\):

\[
2g\langle v,Av\rangle\le w^2\|u\|^2+g^2\|v\|^2\le\frac{w^2}{g}\langle u,Au\rangle+g\langle v,Av\rangle .
\]

Hence \(\langle v,Av\rangle\le(w/g)^2\langle u,Au\rangle\). For \(w=0\), taking \(p=u\), \(q=v\) gives \(\langle v,Av\rangle\le0\), which is the same claim.

**Splitting the energy.** For symmetric \(A\), \(e_k=-\langle Ax_0,x_k\rangle=-\langle x_0,Ax_k\rangle\). An order can be moved from right to left:

\[
-\langle x_j,Ax_{k+1}\rangle=\langle x_j,Wx_k\rangle=\langle Wx_j,x_k\rangle=-\langle Ax_{j+1},x_k\rangle=-\langle x_{j+1},Ax_k\rangle .
\]

So \(e_{j+k}=-\langle x_j,Ax_k\rangle\). In particular \(e_{2m}=-\langle x_m,Ax_m\rangle\) and \(e_{2m+1}=\langle x_m,Wx_m\rangle\). Repeating the one-order estimate gives \(\langle x_m,Ax_m\rangle\le(w/g)^{2m}|E_2|\), which bounds the even orders. The first estimate, applied to \(x_m\), supplies the extra factor \(w/g\) for the odd ones.

**Convergence.** Insert \(b=-(A+tW)X\) and use the recursion:

\[
e_k=-\langle X,Ax_k\rangle+t\langle X,Ax_{k+1}\rangle .
\]

Multiplying by \(t^k\) and summing makes the terms telescope:

\[
\sum_{k<N}t^ke_k=\langle b,X\rangle+t^N\langle X,Ax_N\rangle .
\]

Since \(g\|x_N\|^2\le\langle x_N,Ax_N\rangle\le(w/g)^{2N}|E_2|\), the last term is at most \((|t|w/g)^N\|AX\|\sqrt{|E_2|/g}\) in absolute value, and it tends to zero.

## The Lean file

```lean
import Mathlib

open Finset Filter Topology
open scoped InnerProductSpace

namespace GapControlledResponse

variable {E : Type*} [NormedAddCommGroup E] [InnerProductSpace ℝ E]
  {A W : E →ₗ[ℝ] E} {g w : ℝ} {b : E} {x : ℕ → E}

/-- The quadratic form of the response operator `A` is at least `g` times the squared norm. -/
def HasGap (A : E →ₗ[ℝ] E) (g : ℝ) : Prop := ∀ v, g * ‖v‖ ^ 2 ≤ ⟪v, A v⟫_ℝ

/-- The expectation values of the coupling `W` are at most `w` times the squared norm, in
absolute value. -/
def HasStrength (W : E →ₗ[ℝ] E) (w : ℝ) : Prop := ∀ v, |⟪v, W v⟫_ℝ| ≤ w * ‖v‖ ^ 2

/-- The response amplitudes order by order in the coupling `W`: the source `b` drives the first
one, and each amplitude drives the next through `W`. -/
structure IsResponseSeries (A W : E →ₗ[ℝ] E) (b : E) (x : ℕ → E) : Prop where
  zero : A (x 0) = -b
  succ : ∀ k, A (x (k + 1)) = -W (x k)

/-- In finite dimension a positive gap makes the response amplitudes exist and be unique. -/
theorem existsUnique_series [FiniteDimensional ℝ E] (hg : 0 < g) (hA : HasGap A g)
    (W : E →ₗ[ℝ] E) (b : E) : ∃! x : ℕ → E, IsResponseSeries A W b x := by
  have inj : Function.Injective A := by
    refine (injective_iff_map_eq_zero A).2 fun v hv => ?_
    by_contra hne
    have h := hA v
    rw [hv, inner_zero_right] at h
    have hp : 0 < ‖v‖ := norm_pos_iff.2 hne
    have : 0 < g * ‖v‖ ^ 2 := by positivity
    linarith
  choose R hR using LinearMap.injective_iff_surjective.1 inj
  obtain ⟨s, h0, hs⟩ : ∃ s : ℕ → E, A (s 0) = -b ∧ ∀ k, A (s (k + 1)) = -W (s k) :=
    ⟨fun n => Nat.rec (R (-b)) (fun _ v => R (-W v)) n, hR _, fun _ => hR _⟩
  refine ⟨s, ⟨h0, hs⟩, fun y hy => funext fun n => ?_⟩
  induction n with
  | zero => exact inj (hy.zero.trans h0.symm)
  | succ n ih => exact inj (by rw [hy.succ, hs, ih])

/-- With a gap `g > 0` and a strength `w ≥ 0`, the coupling energy of any amplitude is at most
`w / g` times its unperturbed quadratic energy, in absolute value. -/
theorem coupling_le (hg : 0 < g) (hw : 0 ≤ w) (hA : HasGap A g) (hW : HasStrength W w)
    (v : E) : |⟪v, W v⟫_ℝ| ≤ w / g * ⟪v, A v⟫_ℝ := by
  calc |⟪v, W v⟫_ℝ| ≤ w * ‖v‖ ^ 2 := hW v
    _ = w / g * (g * ‖v‖ ^ 2) := by field_simp
    _ ≤ w / g * ⟪v, A v⟫_ℝ := mul_le_mul_of_nonneg_left (hA v) (by positivity)

/-- Third-order gap control: for `A v = -b`, a gap `g > 0` and a strength `w ≥ 0`, the energy
`E3 = ⟨v, W v⟩` is at most `w / g` times `E2 = ⟨b, v⟩` in absolute value. -/
theorem third_order_bound (hg : 0 < g) (hw : 0 ≤ w) (hA : HasGap A g)
    (hW : HasStrength W w) {v : E} (hv : A v = -b) :
    |⟪v, W v⟫_ℝ| ≤ w / g * |⟪b, v⟫_ℝ| := by
  have e : ⟪v, A v⟫_ℝ = -⟪b, v⟫_ℝ := by
    rw [hv, inner_neg_right, real_inner_comm]
  refine (coupling_le hg hw hA hW v).trans ?_
  rw [e]
  exact mul_le_mul_of_nonneg_left (neg_le_abs _) (by positivity)

/-- For symmetric `W` of strength `w ≥ 0` and a gap `g > 0`, one further order in the coupling
multiplies the quadratic energy of the amplitude by at most `(w / g) ^ 2`. -/
theorem energy_contraction (hg : 0 < g) (hw : 0 ≤ w) (hA : HasGap A g)
    (sW : W.IsSymmetric) (hW : HasStrength W w) {u v : E} (h : A v = -W u) :
    ⟪v, A v⟫_ℝ ≤ (w / g) ^ 2 * ⟪u, A u⟫_ℝ := by
  -- polarisation turns the bound on expectation values into one on matrix elements
  have polar : ∀ p q : E, -(2 * ⟪q, W p⟫_ℝ) ≤ w * (‖p‖ ^ 2 + ‖q‖ ^ 2) := by
    intro p q
    have s : ⟪p, W q⟫_ℝ = ⟪q, W p⟫_ℝ := (real_inner_comm _ _).trans (sW q p)
    have h1 := (abs_le.1 (hW (p + q))).1
    have h2 := (abs_le.1 (hW (p - q))).2
    have h3 := congrArg (fun r => w * r) (parallelogram_law_with_norm ℝ p q)
    simp only [map_add, map_sub, inner_add_left, inner_add_right, inner_sub_left,
      inner_sub_right, s] at h1 h2
    nlinarith
  have hq : ⟪v, A v⟫_ℝ = -⟪v, W u⟫_ℝ := by rw [h, inner_neg_right]
  rcases hw.eq_or_lt with h0 | hpos
  · have := polar u v
    rw [← h0] at this ⊢
    simp only [zero_div, ne_eq, OfNat.ofNat_ne_zero, not_false_eq_true, zero_pow, zero_mul]
      at this ⊢
    linarith
  · -- weighting the two amplitudes by `w` and `g` gives the best constant
    have k := polar (w • u) (g • v)
    simp only [map_smul, real_inner_smul_left, real_inner_smul_right, norm_smul, mul_pow,
      Real.norm_eq_abs, sq_abs] at k
    have k' : 2 * g * ⟪v, A v⟫_ℝ ≤ w ^ 2 * ‖u‖ ^ 2 + g ^ 2 * ‖v‖ ^ 2 := by
      refine le_of_mul_le_mul_left ?_ hpos
      rw [hq]
      linarith
    rw [div_pow, div_mul_eq_mul_div, le_div_iff₀ (by positivity)]
    linarith [mul_le_mul_of_nonneg_left k' hg.le,
      mul_le_mul_of_nonneg_left (hA u) (sq_nonneg w),
      mul_le_mul_of_nonneg_left (hA v) (sq_nonneg g)]

/-- For symmetric `A` and `W`, the energy of order `j + k` in the coupling follows from the
amplitudes of orders `j` and `k`. -/
theorem energy_split (sA : A.IsSymmetric) (sW : W.IsSymmetric)
    (h : IsResponseSeries A W b x) (j k : ℕ) :
    ⟪b, x (j + k)⟫_ℝ = -⟪x j, A (x k)⟫_ℝ := by
  induction j generalizing k with
  | zero => rw [← sA, h.zero, inner_neg_left, neg_neg, Nat.zero_add]
  | succ j ih =>
    rw [show j + 1 + k = j + (k + 1) by omega, ih, h.succ, ← sA (x (j + 1)), h.succ,
      inner_neg_left, inner_neg_right, sW]

/-- Gap control of the whole series: for symmetric `A` and `W`, a gap `g > 0` and a strength
`w ≥ 0`, the energy of order `n` in the coupling is at most `(w / g) ^ n` times `E2 = ⟨b, x 0⟩`, in
absolute value. -/
theorem series_bound (hg : 0 < g) (hw : 0 ≤ w) (sA : A.IsSymmetric) (hA : HasGap A g)
    (sW : W.IsSymmetric) (hW : HasStrength W w) (h : IsResponseSeries A W b x) (n : ℕ) :
    |⟪b, x n⟫_ℝ| ≤ (w / g) ^ n * |⟪b, x 0⟫_ℝ| := by
  have nn : ∀ v, 0 ≤ ⟪v, A v⟫_ℝ := fun v => le_trans (by positivity) (hA v)
  have amp : ∀ m, ⟪x m, A (x m)⟫_ℝ ≤ (w / g) ^ (2 * m) * ⟪x 0, A (x 0)⟫_ℝ := by
    intro m
    induction m with
    | zero => simp
    | succ m ih =>
      refine (energy_contraction hg hw hA sW hW (h.succ m)).trans ?_
      refine (mul_le_mul_of_nonneg_left ih (sq_nonneg (w / g))).trans (le_of_eq ?_)
      ring
  have e0 : |⟪b, x 0⟫_ℝ| = ⟪x 0, A (x 0)⟫_ℝ := by
    have := energy_split sA sW h 0 0
    rw [Nat.add_zero] at this
    rw [this, abs_neg, abs_of_nonneg (nn _)]
  rw [e0]
  -- even orders are quadratic energies, odd orders are coupling energies
  obtain ⟨m, rfl | rfl⟩ := Nat.even_or_odd' n
  · rw [show x (2 * m) = x (m + m) by rw [two_mul], energy_split sA sW h, abs_neg,
      abs_of_nonneg (nn _)]
    exact amp m
  · rw [show x (2 * m + 1) = x (m + (m + 1)) by congr 1; omega, energy_split sA sW h,
      h.succ, inner_neg_right, neg_neg]
    refine (coupling_le hg hw hA hW (x m)).trans ?_
    refine (mul_le_mul_of_nonneg_left (amp m) (by positivity)).trans (le_of_eq ?_)
    ring

/-- For `A = g` and `W = w` times the identity, with `g > 0` and `w ≥ 0`, the bound is an
equality at every order. -/
theorem series_sharp (hg : 0 < g) (hw : 0 ≤ w)
    (h : IsResponseSeries (g • LinearMap.id) (w • LinearMap.id) b x) (n : ℕ) :
    |⟪b, x n⟫_ℝ| = (w / g) ^ n * |⟪b, x 0⟫_ℝ| := by
  induction n with
  | zero => simp
  | succ n ih =>
    have e := congrArg (fun v => ⟪b, v⟫_ℝ) (h.succ n)
    simp only [LinearMap.smul_apply, LinearMap.id_apply, inner_neg_right,
      real_inner_smul_right] at e
    have e' : ⟪b, x (n + 1)⟫_ℝ = -(w / g) * ⟪b, x n⟫_ℝ := by
      apply mul_left_cancel₀ hg.ne'
      rw [e]
      field_simp
    rw [e', abs_mul, abs_neg, abs_of_nonneg (by positivity : 0 ≤ w / g), ih]
    ring

/-- For `A = g` and `W = w` times the identity, with `g > 0` and `w ≥ 0`, the third-order
bound is an equality. -/
theorem third_order_sharp (hg : 0 < g) (hw : 0 ≤ w) {v : E} (hv : g • v = -b) :
    |⟪v, w • v⟫_ℝ| = w / g * |⟪b, v⟫_ℝ| := by
  have hb : b = -(g • v) := by rw [hv, neg_neg]
  rw [hb, inner_neg_left, abs_neg, real_inner_smul_left, real_inner_smul_right, abs_mul,
    abs_mul, abs_of_nonneg hw, abs_of_pos hg]
  field_simp

/-- For symmetric `A` and `W`, a gap `g > 0`, a strength `w ≥ 0` and `|t| w < g`, the series in the
coupling `t W` converges to the response energy `⟨b, X⟩`, where `(A + t W) X = -b`. -/
theorem series_hasSum (hg : 0 < g) (hw : 0 ≤ w) (sA : A.IsSymmetric) (hA : HasGap A g)
    (sW : W.IsSymmetric) (hW : HasStrength W w) (h : IsResponseSeries A W b x)
    {t : ℝ} (ht : |t| * w < g) {X : E} (hX : A X + t • W X = -b) :
    HasSum (fun k => t ^ k * ⟪b, x k⟫_ℝ) ⟪b, X⟫_ℝ := by
  have r0 : 0 ≤ |t| * (w / g) := by positivity
  have r1 : |t| * (w / g) < 1 := by
    rw [← mul_div_assoc, div_lt_one hg]
    exact ht
  have summ : Summable (fun k => t ^ k * ⟪b, x k⟫_ℝ) := by
    refine Summable.of_norm_bounded (g := fun k => (|t| * (w / g)) ^ k * |⟪b, x 0⟫_ℝ|)
      ((summable_geometric_of_lt_one r0 r1).mul_right _) fun k => ?_
    rw [Real.norm_eq_abs, abs_mul, abs_pow, mul_pow, mul_assoc]
    exact mul_le_mul_of_nonneg_left (series_bound hg hw sA hA sW hW h k) (by positivity)
  -- the full operator moves onto each amplitude, so the series telescopes
  have step : ∀ k, ⟪b, x k⟫_ℝ = -⟪X, A (x k)⟫_ℝ - t * ⟪X, W (x k)⟫_ℝ := by
    intro k
    have e := congrArg (fun v => ⟪v, x k⟫_ℝ) hX
    simp only [inner_add_left, real_inner_smul_left, inner_neg_left] at e
    rw [sA X (x k), sW X (x k)] at e
    linarith
  have rem : ∀ N, ∑ k ∈ range N, t ^ k * ⟪b, x k⟫_ℝ
      = ⟪b, X⟫_ℝ + t ^ N * ⟪X, A (x N)⟫_ℝ := by
    intro N
    induction N with
    | zero => simp [h.zero, inner_neg_right, real_inner_comm]
    | succ N ih =>
      rw [sum_range_succ, ih, step N, h.succ, inner_neg_right]
      ring
  -- the remainder is controlled by the terms of a second convergent series
  have decay : Tendsto (fun N => t ^ N * ⟪X, A (x N)⟫_ℝ) atTop (𝓝 0) := by
    have bound : ∀ N, ‖x N‖ ≤ (w / g) ^ N * √(⟪x 0, A (x 0)⟫_ℝ / g) := by
      intro N
      have q0 : 0 ≤ ⟪x 0, A (x 0)⟫_ℝ := le_trans (by positivity) (hA (x 0))
      have e0 := energy_split sA sW h 0 0
      have eN := energy_split sA sW h N N
      have sb := series_bound hg hw sA hA sW hW h (N + N)
      rw [Nat.add_zero] at e0
      rw [eN, e0, abs_neg, abs_neg, abs_of_nonneg q0] at sb
      have hN := (hA (x N)).trans ((le_abs_self _).trans sb)
      refine (le_abs_self _).trans (abs_le_of_sq_le_sq ?_ (by positivity))
      rw [mul_pow, Real.sq_sqrt (by positivity), ← mul_div_assoc, le_div_iff₀ hg]
      calc ‖x N‖ ^ 2 * g = g * ‖x N‖ ^ 2 := mul_comm _ _
        _ ≤ (w / g) ^ (N + N) * ⟪x 0, A (x 0)⟫_ℝ := hN
        _ = ((w / g) ^ N) ^ 2 * ⟪x 0, A (x 0)⟫_ℝ := by rw [pow_add, sq]
    have lim := (tendsto_pow_atTop_nhds_zero_of_lt_one r0 r1).mul_const
      (‖A X‖ * √(⟪x 0, A (x 0)⟫_ℝ / g))
    rw [zero_mul] at lim
    refine squeeze_zero_norm (fun N => ?_) lim
    rw [← sA, Real.norm_eq_abs, abs_mul, abs_pow]
    calc |t| ^ N * |⟪A X, x N⟫_ℝ|
        ≤ |t| ^ N * (‖A X‖ * ((w / g) ^ N * √(⟪x 0, A (x 0)⟫_ℝ / g))) := by
          refine mul_le_mul_of_nonneg_left ?_ (by positivity)
          exact (abs_real_inner_le_norm _ _).trans
            (mul_le_mul_of_nonneg_left (bound N) (norm_nonneg _))
      _ = (|t| * (w / g)) ^ N * (‖A X‖ * √(⟪x 0, A (x 0)⟫_ℝ / g)) := by
          rw [mul_pow]
          ring
  refine summ.hasSum_iff_tendsto_nat.2 ?_
  simp only [rem]
  simpa only [add_zero] using decay.const_add ⟪b, X⟫_ℝ

end GapControlledResponse
```

```lean
#print axioms GapControlledResponse.third_order_bound
#print axioms GapControlledResponse.series_sharp
#print axioms GapControlledResponse.third_order_sharp
#print axioms GapControlledResponse.series_hasSum
```

```
'GapControlledResponse.third_order_bound' depends on axioms: [propext, Classical.choice, Quot.sound]
'GapControlledResponse.series_sharp' depends on axioms: [propext, Classical.choice, Quot.sound]
'GapControlledResponse.third_order_sharp' depends on axioms: [propext, Classical.choice, Quot.sound]
'GapControlledResponse.series_hasSum' depends on axioms: [propext, Classical.choice, Quot.sound]
```

## Operators and lemmas in the code

The maps `A` and `W` have type `E →ₗ[ℝ] E`. `HasGap A g` and `HasStrength W w` are the two assumptions on quadratic forms, and `IsResponseSeries A W b x` says that `x 0`, `x 1`, … solve the recursion. The parameter `t` scales `W` while `b` stays fixed. If a physical perturbation scales both, \(e_k\) belongs to order \(k+2\) of the energy.

`coupling_le` is the estimate for an arbitrary vector, and `third_order_bound` replaces \(\langle v,Av\rangle\) by \(-\langle b,v\rangle\). In `energy_contraction`, the local statement `polar` is the polarisation inequality, with the parallelogram law supplying the norms; the case split separates \(w=0\) from \(w>0\). `energy_split` is an induction on `j` with `k` left free, since each step raises `k` by one. `series_bound` iterates the contraction in `amp` and then splits `n` by parity. `third_order_sharp` and `series_sharp` compute the equality case. In `series_hasSum`, a geometric series gives summability, `rem` is the telescoped sum, and `decay` sends its remainder to zero.

`existsUnique_series` is the only theorem that assumes finite dimension. The gap makes `A` injective, finite dimension makes it surjective, and the amplitudes follow by recursion.

## Where the bound applies and where it fails

`third_order_bound` needs neither symmetry nor finite dimension. `series_bound` and `series_hasSum` assume that both operators are symmetric, and `series_hasSum` takes the full solution `X` as given.

The series describes a fixed linear operator \(A+tW\). For the one-electron problem above it agrees with Rayleigh–Schrödinger theory through the third-order energy. At fourth order that theory has the additional normalisation term \(-E_2\|x_0\|^2\), which \(e_2\) lacks. Complex orbitals fit the theorems if their space is read as a real one, with the real part of the inner product. Frequency-dependent response is not treated here. The constants \(g\) and \(w\) are inputs, and the check relies on their satisfying the two assumptions for the operators in the code.

A symmetric \(A\) whose eigenvalues merely stay away from zero is not enough for the third-order bound. Take \(A=\mathrm{diag}(1,-1)\), \(W\) the identity and \(b=(1,1)\). Then \(x_0=(-1,1)\), \(E_2=0\) and \(E_3=2\), so no multiple of \(|E_2|\) bounds \(|E_3|\). The contributions to \(E_2\) from the two directions cancel, which the assumed gap excludes.
